# Coherent and diffuse intensity for independently occupied sites

Take two sites, labelled 1 and 2. Site \(j\) has occupation number \(c_j \in \{0,1\}\), equal to 1 with probability \(p_j\), independently of the other site, and an occupied site contributes a phase factor \(\varphi_j\) to the scattering amplitude. Choose \(\varphi_1 = 1\), \(\varphi_2 = -1\), \(p_1 = (1+S)/2\) and \(p_2 = (1-S)/2\) with \(|S| \le 1\). The intensity \(|c_1 - c_2|^2\) is 1 when exactly one site is occupied and 0 otherwise, so its average, written \(\langle\cdot\rangle\), is

\[ \langle |c_1 - c_2|^2 \rangle = p_1(1-p_2) + p_2(1-p_1) = \frac{(1+S)^2 + (1-S)^2}{4} = S^2 + \frac{1-S^2}{2}. \]

The term \(S^2 = |p_1\varphi_1 + p_2\varphi_2|^2\) is the intensity of the averaged structure. The remainder is \(p_1(1-p_1) + p_2(1-p_2)\). It arises because \(\langle c_1 c_2\rangle = p_1 p_2\) factorises while \(\langle c_j^2 \rangle = p_j\) exceeds \(p_j^2\) by \(p_j(1-p_j)\). With \(\varphi_2 = +1\) the average is \(1 + (1-S^2)/2\): the first term is now 1 in place of \(S^2\) and the remainder is unchanged.

## The identity

For \(N\) independently occupied sites, complex site amplitudes \(a_j\) and a fixed complex background \(b\),

\[ \Big\langle \Big| b + \sum_j c_j a_j \Big|^2 \Big\rangle = \Big| b + \sum_j p_j a_j \Big|^2 + \sum_j p_j(1-p_j)\,|a_j|^2 . \]

The first term is the coherent part and the second the diffuse part. For \(b = 0\) and \(a_j = \varphi_j\) with \(|\varphi_j| = 1\), the diffuse part is \(\sum_j p_j(1-p_j)\) whatever the phases. For a binary alloy in which site \(j\) holds species A with probability \(p_j\) and species B otherwise, with scattering factors \(f_A\) and \(f_B\), it is \(|f_A - f_B|^2 \sum_j p_j(1-p_j)\). Return to \(b = 0\) and \(a_j = \varphi_j\) with \(|\varphi_j| = 1\): for \(p_j = (1+S)/2\) on a sublattice \(A\) and \((1-S)/2\) on its complement \(A^c\), where \(S\) is the long-range order parameter if the two sublattices have equal size, the diffuse part is \(N(1-S^2)/4\). Intensities here are not divided by \(N\); for \(N \ge 1\) the last value is \((1-S^2)/4\) per site.

## Where a code relies on it

In kinematic diffraction \(\varphi_j = e^{i\mathbf q\cdot\mathbf R_j}\), with scattering vector \(\mathbf q\) and site position \(\mathbf R_j\). A code that computes only the structure factor of the averaged crystal, with fractional occupancies, obtains the coherent part from the squared modulus, and for independent occupations the identity gives what has to be added to reach the mean intensity. A code that samples configurations can be checked against it: draw for each site an independent random number \(u_j\) uniform on \([0,1)\), set \(c_j = 1\) if \(u_j < p_j\) and \(c_j = 0\) otherwise, average \(|\sum_j c_j \varphi_j|^2\) over the samples, and subtract \(|\sum_j p_j\varphi_j|^2\). The difference should approach the same constant at every \(\mathbf q\). For small \(N\), summing over all \(2^N\) configurations with their weights removes the sampling noise.

The same average enters alloy scattering of electrons. In a non-interacting model with one orbital per site, uncorrelated occupations and on-site energies \(V_A\), \(V_B\), the matrix element of the potential between two plane-wave states normalised on \(N\) sites is \(N^{-1}\sum_j V_j\varphi_j\), where \(V_j\) is the energy at site \(j\) and \(\mathbf q\) in \(\varphi_j\) is now the difference of the two wave vectors, and for uniform \(p_j = p\) its mean square has diffuse part \(|V_A - V_B|^2\,p(1-p)/N\). The concentration factor \(p(1-p)\) is the one in Nordheim's rule, which is a statement about resistivity; the theorems below stop at the squared amplitude and contain no transition rate or transport equation.

## Derivation

A configuration \(\sigma\) assigns to each site a state \(\sigma_j\), occupied (1) or empty (0). Its weight is \(w(\sigma) = \prod_j w_j(\sigma_j)\) with \(w_j(1) = p_j\) and \(w_j(0) = 1-p_j\), and \(\langle F\rangle = \sum_\sigma w(\sigma)F(\sigma)\).

Step 1. For single-site functions \(g_j\), the sum over configurations of a product is the product of single-site sums:

\[ \Big\langle \prod_j g_j(\sigma_j) \Big\rangle = \sum_\sigma \prod_j w_j(\sigma_j) g_j(\sigma_j) = \prod_j \big[ p_j\, g_j(1) + (1-p_j)\, g_j(0) \big]. \]

Step 2. Taking every \(g_i = 1\) gives \(\sum_\sigma w(\sigma) = 1\). Taking the occupation at site \(j\) and 1 elsewhere gives \(\langle c_j\rangle = p_j\). Taking the occupation at two different sites gives \(\langle c_jc_k\rangle = p_jp_k\). On one site \(c_j^2 = c_j\), so \(\langle c_j^2\rangle = p_j = p_j^2 + p_j(1-p_j)\). Together,

\[ \langle c_jc_k\rangle = p_jp_k + \delta_{jk}\,p_j(1-p_j). \]

Step 3. For real \(b\) and real \(x_j\), expand the square and average term by term:

\[ \Big\langle \Big(b + \sum_j c_jx_j\Big)^2\Big\rangle = b^2 + 2b\sum_j p_jx_j + \sum_{j,k} x_jx_k\langle c_jc_k\rangle = \Big(b + \sum_j p_jx_j\Big)^2 + \sum_j p_j(1-p_j)x_j^2 . \]

Step 4. Since \(c_j\) and \(p_j\) are real and \(|z|^2 = (\operatorname{Re} z)^2 + (\operatorname{Im} z)^2\), adding step 3 for the real parts of \(b, a_j\) to step 3 for their imaginary parts gives the identity.

Step 5. For the alloy, the factor at site \(j\) is \(f_B + c_j(f_A - f_B)\), so \(b = \sum_j f_B\varphi_j\) and \(a_j = (f_A - f_B)\varphi_j\). The coherent amplitude becomes \(\sum_j [p_jf_A + (1-p_j)f_B]\varphi_j\), and \(|a_j|^2 = |f_A-f_B|^2\).

Step 6. For \(0 \le p_j \le 1\) every term \(p_j(1-p_j)\) is nonnegative, so their sum vanishes exactly when each \(p_j\) is 0 or 1.

Step 7. On either sublattice \(p_j(1-p_j) = (1+S)(1-S)/4\), and

\[ \sum_j p_j\varphi_j = \frac{1+S}{2}\sum_{j\in A}\varphi_j + \frac{1-S}{2}\sum_{j\in A^c}\varphi_j = \frac12\sum_j\varphi_j + \frac S2\Big(\sum_{j\in A}\varphi_j - \sum_{j\in A^c}\varphi_j\Big). \]

## The Lean file

```lean
import Mathlib

open Finset

namespace DiffuseScattering

noncomputable section

variable {ι : Type*} [Fintype ι] [DecidableEq ι]

/-- Occupation number of a site: 1 if occupied, 0 if empty. -/
def occ (b : Bool) : ℝ := if b then 1 else 0

/-- Weight of the configuration `σ` when the sites are independent and site `j` is
occupied with probability `p j`. -/
def weight (p : ι → ℝ) (σ : ι → Bool) : ℝ := ∏ j, if σ j then p j else 1 - p j

/-- Configurational average of an observable `F`. -/
def avg (p : ι → ℝ) (F : (ι → Bool) → ℝ) : ℝ := ∑ σ, weight p σ * F σ

/-- Scattering amplitude `∑ c_j a_j` of a configuration. -/
def amplitude (a : ι → ℂ) (σ : ι → Bool) : ℂ := ∑ j, (occ (σ j) : ℂ) * a j

/-- Occupation probabilities `(1 + S)/2` on the sublattice `A` and `(1 - S)/2` on the
remaining sites, with order parameter `S`. -/
def sublatticeProb (A : Finset ι) (S : ℝ) (j : ι) : ℝ :=
  if j ∈ A then (1 + S) / 2 else (1 - S) / 2

omit [DecidableEq ι] in
/-- For probabilities in `[0, 1]` every configuration weight is nonnegative. -/
theorem weight_nonneg (p : ι → ℝ) (hp : ∀ j, 0 ≤ p j ∧ p j ≤ 1) (σ : ι → Bool) :
    0 ≤ weight p σ := by
  refine prod_nonneg fun j _ => ?_
  split_ifs
  · exact (hp j).1
  · linarith [(hp j).2]

/-- The average of a product of single-site functions is the product of the
single-site averages. -/
theorem avg_prod (p : ι → ℝ) (g : ι → Bool → ℝ) :
    avg p (fun σ => ∏ j, g j (σ j)) = ∏ j, (p j * g j true + (1 - p j) * g j false) := by
  have h := Finset.prod_univ_sum (fun _ : ι => (univ : Finset Bool))
    (fun j b => (if b then p j else 1 - p j) * g j b)
  rw [Fintype.piFinset_univ] at h
  simp only [avg, weight, ← prod_mul_distrib]
  refine Eq.trans h.symm (prod_congr rfl fun j _ => ?_)
  simp

/-- The weights sum to one, and the mean occupation of site `j` is `p j`. -/
theorem moments (p : ι → ℝ) :
    ∑ σ, weight p σ = 1 ∧ ∀ j, avg p (fun σ => occ (σ j)) = p j := by
  refine ⟨by simpa [avg] using avg_prod p (fun _ _ => 1), fun j => ?_⟩
  calc avg p (fun σ => occ (σ j))
      = avg p (fun σ => ∏ i, if i = j then occ (σ i) else 1) := by
        simp only [prod_ite_eq', mem_univ, if_true]
    _ = ∏ i, (p i * (if i = j then occ true else 1)
          + (1 - p i) * (if i = j then occ false else 1)) :=
        avg_prod p (fun i b => if i = j then occ b else 1)
    _ = ∏ i, if i = j then p i else 1 :=
        prod_congr rfl fun i _ => by split_ifs <;> simp [occ]
    _ = p j := by simp

/-- Pair correlation: `E c_j c_k = p_j p_k + δ_jk p_j (1 - p_j)`. -/
theorem avg_occ_mul (p : ι → ℝ) (j k : ι) :
    avg p (fun σ => occ (σ j) * occ (σ k))
      = p j * p k + if j = k then p j * (1 - p j) else 0 := by
  rcases eq_or_ne j k with rfl | h
  · -- same site: c² = c
    have hc : ∀ b, occ b * occ b = occ b := by
      intro b
      cases b <;> simp [occ]
    rw [if_pos rfl]
    simp only [hc]
    rw [(moments p).2]
    ring
  · -- different sites: factorisation
    rw [if_neg h, add_zero]
    calc avg p (fun σ => occ (σ j) * occ (σ k))
        = avg p (fun σ => ∏ i, (if i = j then occ (σ i) else 1)
            * (if i = k then occ (σ i) else 1)) := by
          simp only [prod_mul_distrib, prod_ite_eq', mem_univ, if_true]
      _ = ∏ i, (p i * ((if i = j then occ true else 1) * (if i = k then occ true else 1))
            + (1 - p i) * ((if i = j then occ false else 1)
              * (if i = k then occ false else 1))) :=
          avg_prod p (fun i b => (if i = j then occ b else 1) * (if i = k then occ b else 1))
      _ = ∏ i, (if i = j then p i else 1) * (if i = k then p i else 1) := by
          refine prod_congr rfl fun i _ => ?_
          by_cases hj : i = j <;> by_cases hk : i = k
          · exact absurd (hj.symm.trans hk) h
          · simp only [if_pos hj, if_neg hk]; simp [occ]
          · simp only [if_neg hj, if_pos hk]; simp [occ]
          · simp only [if_neg hj, if_neg hk]; simp
      _ = p j * p k := by simp only [prod_mul_distrib, prod_ite_eq', mem_univ, if_true]

/-- The mean square of the real form `b + ∑ c_j x_j` is `(b + ∑ p_j x_j)²` plus
`∑ p_j (1 - p_j) x_j²`. -/
theorem avg_sq_real (p : ι → ℝ) (b : ℝ) (x : ι → ℝ) :
    avg p (fun σ => (b + ∑ j, occ (σ j) * x j) ^ 2)
      = (b + ∑ j, p j * x j) ^ 2 + ∑ j, p j * (1 - p j) * x j ^ 2 := by
  -- expand the square in each configuration
  have e : ∀ σ : ι → Bool, weight p σ * (b + ∑ j, occ (σ j) * x j) ^ 2
      = b ^ 2 * weight p σ + ∑ j, 2 * b * x j * (weight p σ * occ (σ j))
        + ∑ j, ∑ k, x j * x k * (weight p σ * (occ (σ j) * occ (σ k))) := by
    intro σ
    have e1 : ∑ j, 2 * b * x j * (weight p σ * occ (σ j))
        = 2 * b * weight p σ * ∑ j, occ (σ j) * x j := by
      rw [mul_sum]
      exact sum_congr rfl fun _ _ => by ring
    have e2 : ∑ j, ∑ k, x j * x k * (weight p σ * (occ (σ j) * occ (σ k)))
        = weight p σ * ((∑ j, occ (σ j) * x j) * ∑ j, occ (σ j) * x j) := by
      rw [sum_mul_sum, mul_sum]
      refine sum_congr rfl fun j _ => ?_
      rw [mul_sum]
      exact sum_congr rfl fun _ _ => by ring
    rw [e1, e2]
    ring
  have m1 : ∀ j, ∑ σ, weight p σ * occ (σ j) = p j := (moments p).2
  have m2 : ∀ j k, ∑ σ, weight p σ * (occ (σ j) * occ (σ k))
      = p j * p k + if j = k then p j * (1 - p j) else 0 := avg_occ_mul p
  -- average the three terms
  have s0 : ∑ σ, b ^ 2 * weight p σ = b ^ 2 := by rw [← mul_sum, (moments p).1, mul_one]
  have s1 : ∑ σ, ∑ j, 2 * b * x j * (weight p σ * occ (σ j)) = 2 * b * ∑ j, p j * x j := by
    rw [sum_comm, mul_sum]
    refine sum_congr rfl fun j _ => ?_
    rw [← mul_sum, m1]
    ring
  have s2 : ∑ σ, ∑ j, ∑ k, x j * x k * (weight p σ * (occ (σ j) * occ (σ k)))
      = (∑ j, p j * x j) * (∑ j, p j * x j) + ∑ j, p j * (1 - p j) * x j ^ 2 := by
    rw [sum_comm, sum_mul_sum, ← sum_add_distrib]
    refine sum_congr rfl fun j _ => ?_
    have hk : ∀ k, ∑ σ, x j * x k * (weight p σ * (occ (σ j) * occ (σ k)))
        = p j * x j * (p k * x k) + if j = k then p j * (1 - p j) * x j ^ 2 else 0 := by
      intro k
      rw [← mul_sum, m2]
      split_ifs with h
      · subst h; ring
      · ring
    rw [sum_comm]
    simp only [hk, sum_add_distrib, sum_ite_eq, mem_univ, if_true]
  simp only [avg, e, sum_add_distrib]
  rw [s0, s1, s2]
  ring

/-- For complex site amplitudes `a_j` and a fixed background `b`,
`E |b + ∑ c_j a_j|² = |b + ∑ p_j a_j|² + ∑ p_j (1 - p_j) |a_j|²`. -/
theorem avg_intensity (p : ι → ℝ) (b : ℂ) (a : ι → ℂ) :
    avg p (fun σ => ‖b + amplitude a σ‖ ^ 2)
      = ‖b + ∑ j, (p j : ℂ) * a j‖ ^ 2 + ∑ j, p j * (1 - p j) * ‖a j‖ ^ 2 := by
  have n : ∀ z : ℂ, ‖z‖ ^ 2 = z.re ^ 2 + z.im ^ 2 := fun z => by
    rw [Complex.sq_norm, Complex.normSq_apply]; ring
  have hr := avg_sq_real p b.re (fun j => (a j).re)
  have hi := avg_sq_real p b.im (fun j => (a j).im)
  simp only [avg] at hr hi
  simp only [avg, n, amplitude, Complex.add_re, Complex.add_im, Complex.re_sum,
    Complex.im_sum, Complex.re_ofReal_mul, Complex.im_ofReal_mul, mul_add, sum_add_distrib]
  linarith

/-- For unit-modulus phases, `E |∑ c_j φ_j|² = |∑ p_j φ_j|² + ∑ p_j (1 - p_j)`. -/
theorem bragg_plus_diffuse (p : ι → ℝ) (φ : ι → ℂ) (hφ : ∀ j, ‖φ j‖ = 1) :
    avg p (fun σ => ‖amplitude φ σ‖ ^ 2)
      = ‖∑ j, (p j : ℂ) * φ j‖ ^ 2 + ∑ j, p j * (1 - p j) := by
  simpa [hφ] using avg_intensity p 0 φ

/-- Binary alloy with scattering factors `fA`, `fB` and unit-modulus phases `φ_j`: the mean
intensity is that of the
site-averaged factors plus `|fA - fB|² ∑ p_j (1 - p_j)`. -/
theorem binary_alloy (p : ι → ℝ) (fA fB : ℂ) (φ : ι → ℂ) (hφ : ∀ j, ‖φ j‖ = 1) :
    avg p (fun σ => ‖∑ j, (if σ j then fA else fB) * φ j‖ ^ 2)
      = ‖∑ j, ((p j : ℂ) * fA + (1 - (p j : ℂ)) * fB) * φ j‖ ^ 2
        + ‖fA - fB‖ ^ 2 * ∑ j, p j * (1 - p j) := by
  have h := avg_intensity p (∑ j, fB * φ j) (fun j => (fA - fB) * φ j)
  simp only [norm_mul, hφ, mul_one] at h
  have e1 : ∀ σ : ι → Bool, ∑ j, (if σ j then fA else fB) * φ j
      = ∑ j, fB * φ j + amplitude (fun j => (fA - fB) * φ j) σ := by
    intro σ
    simp only [amplitude, ← sum_add_distrib]
    refine sum_congr rfl fun j _ => ?_
    cases σ j
    · simp [occ]
    · simp [occ]
      ring
  have e2 : ∑ j, ((p j : ℂ) * fA + (1 - (p j : ℂ)) * fB) * φ j
      = ∑ j, fB * φ j + ∑ j, (p j : ℂ) * ((fA - fB) * φ j) := by
    rw [← sum_add_distrib]
    exact sum_congr rfl fun j _ => by ring
  simp only [e1, e2]
  rw [h, mul_sum]
  congr 1
  exact sum_congr rfl fun j _ => by ring

/-- For `0 ≤ p_j ≤ 1` and unit-modulus phases, the mean intensity equals `|∑ p_j φ_j|²`
exactly when every `p_j` is 0 or 1. -/
theorem no_diffuse_iff (p : ι → ℝ) (hp : ∀ j, 0 ≤ p j ∧ p j ≤ 1) (φ : ι → ℂ)
    (hφ : ∀ j, ‖φ j‖ = 1) :
    avg p (fun σ => ‖amplitude φ σ‖ ^ 2) = ‖∑ j, (p j : ℂ) * φ j‖ ^ 2
      ↔ ∀ j, p j = 0 ∨ p j = 1 := by
  have hz := sum_eq_zero_iff_of_nonneg (s := univ) (f := fun j => p j * (1 - p j))
    fun j _ => mul_nonneg (hp j).1 (sub_nonneg.2 (hp j).2)
  rw [bragg_plus_diffuse p φ hφ]
  constructor
  · intro h j
    rcases mul_eq_zero.1 (hz.1 (by linarith) j (mem_univ j)) with h0 | h1
    · exact Or.inl h0
    · exact Or.inr (by linarith)
  · intro h
    have := hz.2 fun j _ => by rcases h j with h | h <;> simp [h]
    linarith

/-- Two sublattices with `|S| ≤ 1`: the weights are nonnegative, and for all unit phases the
mean intensity is `|½ ∑ φ + (S/2)(∑_A φ - ∑_{Aᶜ} φ)|²` plus `N (1 - S²)/4 ≥ 0`. -/
theorem sublattice_order (A : Finset ι) (S : ℝ) (hS : |S| ≤ 1) (φ : ι → ℂ)
    (hφ : ∀ j, ‖φ j‖ = 1) :
    (∀ σ, 0 ≤ weight (sublatticeProb A S) σ) ∧
    avg (sublatticeProb A S) (fun σ => ‖amplitude φ σ‖ ^ 2)
      = ‖1 / 2 * ∑ j, φ j + (S : ℂ) / 2 * (∑ j ∈ A, φ j - ∑ j ∈ Aᶜ, φ j)‖ ^ 2
        + (Fintype.card ι : ℝ) * (1 - S ^ 2) / 4 ∧
    0 ≤ (Fintype.card ι : ℝ) * (1 - S ^ 2) / 4 := by
  obtain ⟨h1, h2⟩ := abs_le.1 hS
  refine ⟨weight_nonneg _ fun j => ?_, ?_, ?_⟩
  · unfold sublatticeProb
    split_ifs <;> constructor <;> linarith
  · -- every site has the same variance
    have hv : ∀ j, sublatticeProb A S j * (1 - sublatticeProb A S j) = (1 - S ^ 2) / 4 := by
      intro j
      unfold sublatticeProb
      split_ifs <;> ring
    have hA : ∑ j ∈ A, (sublatticeProb A S j : ℂ) * φ j = (1 + S) / 2 * ∑ j ∈ A, φ j := by
      rw [mul_sum]
      exact sum_congr rfl fun j hj => by simp [sublatticeProb, hj]
    have hB : ∑ j ∈ Aᶜ, (sublatticeProb A S j : ℂ) * φ j = (1 - S) / 2 * ∑ j ∈ Aᶜ, φ j := by
      rw [mul_sum]
      exact sum_congr rfl fun j hj => by simp [sublatticeProb, mem_compl.1 hj]
    have hb : ∑ j, (sublatticeProb A S j : ℂ) * φ j
        = 1 / 2 * ∑ j, φ j + (S : ℂ) / 2 * (∑ j ∈ A, φ j - ∑ j ∈ Aᶜ, φ j) := by
      rw [← sum_add_sum_compl A fun j => (sublatticeProb A S j : ℂ) * φ j,
        ← sum_add_sum_compl A φ, hA, hB]
      ring
    rw [bragg_plus_diffuse _ φ hφ, hb]
    simp only [hv, sum_const, card_univ, nsmul_eq_mul]
    ring
  · have h3 : 0 ≤ 1 - S ^ 2 := by nlinarith
    positivity

end

end DiffuseScattering
```

```lean
#print axioms DiffuseScattering.binary_alloy
#print axioms DiffuseScattering.no_diffuse_iff
#print axioms DiffuseScattering.sublattice_order
```

```
'DiffuseScattering.binary_alloy' depends on axioms: [propext, Classical.choice, Quot.sound]
'DiffuseScattering.no_diffuse_iff' depends on axioms: [propext, Classical.choice, Quot.sound]
'DiffuseScattering.sublattice_order' depends on axioms: [propext, Classical.choice, Quot.sound]
```

## The statements in words

The sites form a finite type `ι` and \(N\) is `Fintype.card ι`; the empty set is allowed, and the unit-phase formulas then read \(0 = 0\). A configuration is `σ : ι → Bool` with `true` for occupied (species A in the alloy), and `occ (σ j)` is \(c_j\). The definitions `weight`, `avg` and `amplitude` are \(w(\sigma)\), \(\langle\cdot\rangle\) and \(\sum_j c_ja_j\). Independence is not a hypothesis of any theorem: it is the product form of `weight`.

`avg_intensity` is the general identity, `bragg_plus_diffuse` its case \(b=0\) under `hφ : ∀ j, ‖φ j‖ = 1`, and `binary_alloy` is step 5. None of the three bounds `p`, because both sides are polynomials in the \(p_j\). They are statements about probabilities when \(0 \le p_j \le 1\), for which `weight_nonneg` and the first half of `moments` make the weights a distribution. `no_diffuse_iff` assumes these bounds and unit phases, and says that the mean intensity equals the coherent part if and only if every \(p_j\) is 0 or 1. `sublattice_order` takes any `A : Finset ι` and `hS : |S| ≤ 1` and gives three things: the weights are nonnegative, the mean intensity is the squared modulus of the amplitude in step 7 plus \(N(1-S^2)/4\), and this last term is nonnegative.

## The proof against the derivation

`avg_prod` is step 1: `Finset.prod_univ_sum` exchanges product and sum, with configurations as the index of the expanded sum. `moments` and `avg_occ_mul` are step 2. They write one or two occupations as a product over all sites `i` of factors such as `if i = j then occ (σ i) else 1` and apply `avg_prod`; the case \(j = k\) uses `hc`, which is \(c^2 = c\). In `avg_sq_real`, `e` expands the square in one configuration, and `s0`, `s1`, `s2` average the constant, linear and quadratic terms, with `hk` inserting the pair correlation. `avg_intensity` splits the squared norm by `n` and adds the real instance `hr` to the imaginary instance `hi` by `linarith`. In `binary_alloy`, `e1` and `e2` rewrite the configuration amplitude and the averaged amplitude around the all-B background. `no_diffuse_iff` rests on `hz`, that a sum of nonnegative terms is zero if and only if each term is. In `sublattice_order`, `hv` is the common site variance and `hA`, `hB`, `hb` assemble the coherent amplitude; `hS` is used for the two inequalities alone.

## Guarantees and limits

The theorems give the exact ensemble mean for every finite \(N\). They say nothing about the spread of the intensity between configurations, so they fix the value a sampling run converges to and leave open how many samples it needs. The amplitude is linear in the occupations and the \(a_j\), \(\varphi_j\) do not depend on \(\sigma\), which excludes multiple scattering and displacements of atoms caused by their neighbours. No lattice appears: "Bragg" in `bragg_plus_diffuse` names the coherent term, and no peak positions are derived. The two sublattices may differ in size, in which case the mean occupation differs from \(1/2\) for \(S \ne 0\).

A sampling code can violate independence. Filling a supercell by shuffling a fixed number of atoms correlates the sites unless all of them or none are filled. With two sites and exactly one atom, \(p_1 = p_2 = 1/2\) and the intensity is always 1. For phases \((1,1)\) the coherent part is 1 and the remainder 0; for \((1,-1)\) they are 0 and 1. The independent model with the same \(p_j\) gives a remainder of \(1/2\) in both cases.

The bounds in `no_diffuse_iff` matter as well. With \(p_1 = 1/2\) and \(p_2 = (1+\sqrt2)/2\), the terms \(1/4\) and \(-1/4\) cancel although neither value is 0 or 1. Without `hS`, \(S = 2\) gives site values \(3/2\) and \(-1/2\) and a diffuse term \(-3N/4\), so an unconstrained fit of \(S\) can leave the range in which the model describes probabilities.

For more than two species, averages of products at different sites still factorise when the site factors \(f_j\) are independent random variables, and for unit phases the diffuse part becomes \(\sum_j (\langle|f_j|^2\rangle - |\langle f_j\rangle|^2)\); the file treats two states per site, so this extension is not among its theorems.
